# With an invertible overlap S, the Chebyshev filter multiplies a solution of H v = e S v by T_n((e − c)/h)

Let H and S be complex square matrices with S invertible, let c, e and h > 0 be real, and let H v = e S v. Put x = (e − c)/h, and let T_n be the Chebyshev polynomial given by T_0(x) = 1, T_1(x) = x and T_{n+2}(x) = 2x T_{n+1}(x) − T_n(x). Then

T_n((S⁻¹H − c)/h) v = T_n(x) v,

|T_n(x)| ≤ 1 if |x| ≤ 1,

|T_n(x)| ≥ (|x| + √(x² − 1))ⁿ / 2 if |x| ≥ 1.

In the projector augmented-wave (PAW) method the pseudo-wavefunctions obey such a generalized eigenproblem, with S the overlap operator. For a fixed H in a finite basis, a filter whose window [c − h, c + h] covers the unwanted energies therefore keeps those components bounded, while the components outside the window are amplified without limit as n grows.

## Eigenvalue, damping and growth

Write A = (S⁻¹H − c)/h. Multiplying H v = e S v by S⁻¹ gives S⁻¹H v = e v, so

A v = ((e − c)/h) v = x v.

The filter relation holds for n = 0 and n = 1. If it holds for n and n + 1, then

T_{n+2}(A) v = 2A T_{n+1}(A) v − T_n(A) v = (2x T_{n+1}(x) − T_n(x)) v = T_{n+2}(x) v.

For |x| ≤ 1 write x = cos θ. Adding the expansions of cos((n+1)θ ± θ) gives

cos((n+2)θ) = 2 cos θ cos((n+1)θ) − cos(nθ).

This is the Chebyshev recurrence, with the same starting values 1 and cos θ. Hence T_n(cos θ) = cos(nθ), which is at most 1 in magnitude.

For |x| ≥ 1 put s = √(x² − 1). The numbers x + s and x − s have sum 2x and product 1, so both solve t² = 2xt − 1, and their n-th powers obey the same recurrence. The sum of these powers starts with 2 and 2x, so

2T_n(x) = (x + s)ⁿ + (x − s)ⁿ.

Changing the sign of x only multiplies the right-hand side by (−1)ⁿ. Therefore

2|T_n(x)| = (|x| + s)ⁿ + (|x| − s)ⁿ ≥ (|x| + s)ⁿ,

because s ≤ |x|. The discarded term equals (|x| + s)⁻ⁿ. For |x| > 1 it vanishes as n grows, and the lower bound becomes asymptotically exact. At the window edge |x| = 1, the magnitude is 1 for every n and the lower bound is 1/2.

Invertibility matters already for 1×1 matrices. Take S = H = 0 and v = 1: every e satisfies H v = e S v, so a filter of degree 1 would have to multiply v by every real x at once.

## The filter as a matrix and the gain as a number

The finite type `ι` labels the basis functions.

In Lean 4 with Mathlib:

```lean
import Mathlib

open Matrix Filter Topology

namespace PAWChebyshevFilter

noncomputable section

variable {ι : Type*} [Fintype ι] [DecidableEq ι]
```

`scaledOp` is the matrix A above. The real numbers `c` and `h` are the centre and half-width of the window.

```lean
/-- The shifted and scaled operator `(S⁻¹ H - c) / h`, for an invertible overlap matrix `S`
and a nonzero half-width `h`. -/
def scaledOp (S H : Matrix ι ι ℂ) (c h : ℝ) : Matrix ι ι ℂ :=
  (h : ℂ)⁻¹ • (S⁻¹ * H - (c : ℂ) • (1 : Matrix ι ι ℂ))
```

The filter is Mathlib's Chebyshev polynomial evaluated at this matrix.

```lean
/-- The Chebyshev filter of degree `n`: the polynomial `T_n` evaluated at `(S⁻¹ H - c) / h`,
for invertible `S` and nonzero `h`. -/
def chebFilter (S H : Matrix ι ι ℂ) (c h : ℝ) (n : ℕ) : Matrix ι ι ℂ :=
  Polynomial.aeval (scaledOp S H c h) (Polynomial.Chebyshev.T ℂ (n : ℤ))
```

The gain is the same polynomial over the reals, evaluated at a scaled energy.

```lean
/-- The gain `T_n(x)` of the filter at the scaled energy `x`. -/
def gain (n : ℕ) (x : ℝ) : ℝ := (Polynomial.Chebyshev.T ℝ (n : ℤ)).eval x
```

## One recurrence for both

Mathlib's recurrence for the polynomials is first carried over to the gain.

```lean
/-- The gain starts from `1` and `x` and obeys the Chebyshev three-term recurrence. -/
theorem gain_recurrence (x : ℝ) : gain 0 x = 1 ∧ gain 1 x = x ∧
    ∀ n, gain (n + 2) x = 2 * x * gain (n + 1) x - gain n x := by
  refine ⟨by simp [gain], by simp [gain], fun n => ?_⟩
  unfold gain
  push_cast
  rw [Polynomial.Chebyshev.T_add_two]
  simp
```

For vectors it says that each new degree costs one application of A to the previous filtered vector. The proof establishes the matrix identity `key` and then lets it act on `v`.

```lean
/-- The filtered vector of degree `n + 2` follows from the two preceding ones by a single
application of the scaled operator. -/
theorem chebFilter_step (S H : Matrix ι ι ℂ) (c h : ℝ) (n : ℕ) (v : ι → ℂ) :
    chebFilter S H c h (n + 2) *ᵥ v =
      (2 : ℂ) • (scaledOp S H c h *ᵥ (chebFilter S H c h (n + 1) *ᵥ v))
        - chebFilter S H c h n *ᵥ v := by
  have key : chebFilter S H c h (n + 2) =
      (2 : ℂ) • (scaledOp S H c h * chebFilter S H c h (n + 1)) - chebFilter S H c h n := by
    unfold chebFilter
    push_cast
    rw [Polynomial.Chebyshev.T_add_two]
    simp only [map_sub, map_mul, Polynomial.aeval_X, map_ofNat]
    rw [two_smul ℂ, mul_assoc, two_mul]
  rw [key, Matrix.sub_mulVec, Matrix.smul_mulVec, ← Matrix.mulVec_mulVec]
```

The next lemma is the step A v = x v. Invertibility enters as `IsUnit S.det`, and `h1` is the ordinary eigenvalue equation for S⁻¹H.

```lean
/-- For invertible `S` and `h ≠ 0`, the scaled operator multiplies a solution `v` of `H v = e S v`
with `e = c + h x` by `x`. -/
theorem scaledOp_mulVec {S H : Matrix ι ι ℂ} {c h e x : ℝ} {v : ι → ℂ}
    (hS : IsUnit S.det) (hh : h ≠ 0) (hv : H *ᵥ v = (e : ℂ) • (S *ᵥ v))
    (hx : e = c + h * x) : scaledOp S H c h *ᵥ v = (x : ℂ) • v := by
  -- the inverse overlap turns the generalized problem into an ordinary one
  have h1 : (S⁻¹ * H) *ᵥ v = (e : ℂ) • v := by
    rw [← Matrix.mulVec_mulVec, hv, Matrix.mulVec_smul, Matrix.mulVec_mulVec,
      Matrix.nonsing_inv_mul S hS, Matrix.one_mulVec]
  have hc : (h : ℂ) ≠ 0 := by exact_mod_cast hh
  have h2 : (e : ℂ) - c = h * x := by rw [hx]; push_cast; ring
  unfold scaledOp
  rw [Matrix.smul_mulVec, Matrix.sub_mulVec, h1, Matrix.smul_mulVec, Matrix.one_mulVec,
    ← sub_smul, smul_smul, h2, inv_mul_cancel_left₀ hc]
```

## Bounds inside and outside the window

Inside, `hcos` proves T_n(cos θ) = cos(nθ) by two-step induction, with `h1` and `h2` as the two addition formulas. Setting θ = arccos x finishes the proof.

```lean
/-- For scaled energies with `|x| ≤ 1` the gain is at most one in magnitude. -/
theorem abs_gain_le_one (n : ℕ) {x : ℝ} (hx : |x| ≤ 1) : |gain n x| ≤ 1 := by
  -- the trigonometric form T_n(cos θ) = cos(n θ)
  have hcos : ∀ θ : ℝ, gain n (Real.cos θ) = Real.cos (n * θ) := by
    intro θ
    obtain ⟨g0, g1, g2⟩ := gain_recurrence (Real.cos θ)
    induction n using Nat.twoStepInduction with
    | zero => rw [g0]; simp
    | one => rw [g1]; simp
    | more n ih0 ih1 =>
      have h1 : Real.cos (((n : ℝ) + 2) * θ) = Real.cos (((n : ℝ) + 1) * θ) * Real.cos θ
          - Real.sin (((n : ℝ) + 1) * θ) * Real.sin θ := by
        rw [← Real.cos_add]; congr 1; ring
      have h2 : Real.cos ((n : ℝ) * θ) = Real.cos (((n : ℝ) + 1) * θ) * Real.cos θ
          + Real.sin (((n : ℝ) + 1) * θ) * Real.sin θ := by
        rw [← Real.cos_sub]; congr 1; ring
      rw [g2, ih1, ih0]
      push_cast
      linear_combination -h1 - h2
  have h := hcos (Real.arccos x)
  rw [Real.cos_arccos (abs_le.1 hx).1 (abs_le.1 hx).2] at h
  rw [h]
  exact Real.abs_cos_le_one _
```

The closed form follows by the same induction. It is stated for any real `s` with s² = x² − 1.

```lean
/-- If `s² = x² - 1`, then `2 T_n(x) = (x + s)^n + (x - s)^n`. -/
theorem two_mul_gain (n : ℕ) {x s : ℝ} (hs : s ^ 2 = x ^ 2 - 1) :
    2 * gain n x = (x + s) ^ n + (x - s) ^ n := by
  obtain ⟨g0, g1, g2⟩ := gain_recurrence x
  induction n using Nat.twoStepInduction with
  | zero => rw [g0]; norm_num
  | one => rw [g1]; ring
  | more n ih0 ih1 =>
    rw [g2]
    linear_combination 2 * x * ih1 - ih0 - ((x + s) ^ n + (x - s) ^ n) * hs
```

For the lower bound, `key` is the formula for 2|T_n(x)|, proved separately for the two signs of x. Dropping the nonnegative term `hp` leaves the claim.

```lean
/-- For scaled energies with `|x| ≥ 1` the magnitude of the gain is at least
`(|x| + √(x² - 1))^n / 2`. -/
theorem le_abs_gain (n : ℕ) {x : ℝ} (hx : 1 ≤ |x|) :
    (|x| + √(x ^ 2 - 1)) ^ n / 2 ≤ |gain n x| := by
  have hs : √(x ^ 2 - 1) ^ 2 = x ^ 2 - 1 :=
    Real.sq_sqrt (by nlinarith [sq_abs x])
  have hs0 : 0 ≤ √(x ^ 2 - 1) := Real.sqrt_nonneg _
  have hsx : √(x ^ 2 - 1) ≤ |x| :=
    Real.sqrt_le_iff.mpr ⟨abs_nonneg x, by rw [sq_abs]; linarith⟩
  have hg := two_mul_gain n hs
  generalize √(x ^ 2 - 1) = s at *
  have hp : 0 ≤ (|x| - s) ^ n := pow_nonneg (by linarith) n
  have hq : 0 ≤ (|x| + s) ^ n := pow_nonneg (by linarith) n
  -- both signs of x give the same magnitude
  have key : |2 * gain n x| = (|x| + s) ^ n + (|x| - s) ^ n := by
    rw [hg]
    rcases le_total 0 x with h | h
    · rw [abs_of_nonneg h] at hp hq ⊢
      exact abs_of_nonneg (add_nonneg hq hp)
    · rw [abs_of_nonpos h] at hp hq ⊢
      have e1 : x + s = (-1) * (-x - s) := by ring
      have e2 : x - s = (-1) * (-x + s) := by ring
      rw [e1, e2, mul_pow, mul_pow, ← mul_add, abs_mul, abs_pow, abs_neg, abs_one,
        one_pow, one_mul, abs_of_nonneg (add_nonneg hp hq)]
      exact add_comm _ _
  rw [abs_mul, abs_two] at key
  linarith
```

## The filter theorem in terms of energies

The theorem writes e = c + h x and places the energy relative to the window. `Set.Icc` includes the edges and `Set.Ioo` excludes them, so both bounds apply at an edge. Since h > 0, these conditions mean |x| ≤ 1 and |x| ≥ 1.

The energy is assumed real, as it is when H is Hermitian and S is Hermitian positive definite; neither property is required here. S is an arbitrary invertible matrix and is not built from PAW projectors. Rounding errors and self-consistent updates of H are not modelled.

The first part of the proof is the induction for T_n(A) v, using `chebFilter_step` and `scaledOp_mulVec`. The other two parts translate the energy conditions and apply the bounds.

```lean
/-- Let `S` be invertible, `h > 0` and `H v = e S v` with `e = c + h x`. The Chebyshev filter
multiplies `v` by `T_n(x)`, which is at most one in magnitude for `e` in `[c - h, c + h]` and at
least `(|x| + √(x² - 1))^n / 2` in magnitude for `e` not strictly inside this window. -/
theorem chebyshev_filter {S H : Matrix ι ι ℂ} {c h e x : ℝ} {v : ι → ℂ}
    (hS : IsUnit S.det) (hh : 0 < h) (hv : H *ᵥ v = (e : ℂ) • (S *ᵥ v))
    (hx : e = c + h * x) (n : ℕ) :
    chebFilter S H c h n *ᵥ v = (gain n x : ℂ) • v ∧
    (e ∈ Set.Icc (c - h) (c + h) → |gain n x| ≤ 1) ∧
    (e ∉ Set.Ioo (c - h) (c + h) → (|x| + √(x ^ 2 - 1)) ^ n / 2 ≤ |gain n x|) := by
  refine ⟨?_, fun he => ?_, fun he => ?_⟩
  · have hA := scaledOp_mulVec hS hh.ne' hv hx
    obtain ⟨g0, g1, g2⟩ := gain_recurrence x
    induction n using Nat.twoStepInduction with
    | zero => rw [g0]; simp [chebFilter]
    | one => rw [g1, ← hA]; simp [chebFilter]
    | more n ih0 ih1 =>
      rw [chebFilter_step, ih1, ih0, Matrix.mulVec_smul, hA, g2]
      push_cast
      module
  · obtain ⟨h1, h2⟩ := he
    exact abs_gain_le_one n (abs_le.2 ⟨by nlinarith, by nlinarith⟩)
  · refine le_abs_gain n ?_
    by_contra hlt
    obtain ⟨h1, h2⟩ := abs_lt.1 (not_le.1 hlt)
    exact he ⟨by nlinarith, by nlinarith⟩
```

## Superpositions and the suppression of unwanted states

By linearity, each amplitude in a sum of solutions of the generalized eigenproblem is multiplied by its own gain. The expansion is given as a hypothesis; completeness of the eigenvectors is not claimed.

```lean
/-- For invertible `S` and `h > 0`, the filter acts on a superposition of solutions `v_k` of
`H v_k = (c + h x_k) S v_k` by multiplying each amplitude by its own `T_n(x_k)`. -/
theorem chebFilter_superposition {κ : Type*} [Fintype κ] {S H : Matrix ι ι ℂ} {c h : ℝ}
    (hS : IsUnit S.det) (hh : 0 < h) (x : κ → ℝ) (v : κ → ι → ℂ) (a : κ → ℂ)
    (hv : ∀ k, H *ᵥ v k = ((c + h * x k : ℝ) : ℂ) • (S *ᵥ v k)) (n : ℕ) :
    chebFilter S H c h n *ᵥ (∑ k, a k • v k) = ∑ k, (a k * (gain n (x k) : ℂ)) • v k := by
  have hsum := map_sum (Matrix.mulVecLin (chebFilter S H c h n)) (fun k => a k • v k) Finset.univ
  simp only [Matrix.mulVecLin_apply] at hsum
  rw [hsum]
  refine Finset.sum_congr rfl fun k _ => ?_
  rw [Matrix.mulVec_smul, (chebyshev_filter hS hh (hv k) rfl n).1, smul_smul]
```

If |y| ≤ 1 < |x|, put r = |x| + √(x² − 1) > 1. The two bounds give

|T_n(y)/T_n(x)| ≤ 2r⁻ⁿ,

and the ratio tends to zero. The proof squeezes it under this geometric sequence. The strict inequality is needed: for x = y = 1 the ratio is always 1.

```lean
/-- For scaled energies with `|y| ≤ 1 < |x|`, the ratio of the gain at `y` to the gain at `x`
tends to zero as the filter degree grows. -/
theorem gain_ratio_tendsto_zero {x y : ℝ} (hy : |y| ≤ 1) (hx : 1 < |x|) :
    Tendsto (fun n => gain n y / gain n x) atTop (𝓝 0) := by
  have hgrow := fun n => le_abs_gain n hx.le
  have hr : 1 < |x| + √(x ^ 2 - 1) := by linarith [Real.sqrt_nonneg (x ^ 2 - 1)]
  generalize |x| + √(x ^ 2 - 1) = r at hgrow hr
  have hr0 : 0 < r := by linarith
  -- the ratio is dominated by a geometric sequence
  have hlim := (tendsto_pow_atTop_nhds_zero_of_lt_one (inv_nonneg.2 hr0.le)
    (inv_lt_one_of_one_lt₀ hr)).const_mul 2
  rw [mul_zero] at hlim
  refine squeeze_zero_norm (fun n => ?_) hlim
  rw [Real.norm_eq_abs, abs_div]
  calc |gain n y| / |gain n x| ≤ 1 / (r ^ n / 2) :=
        div_le_div₀ zero_le_one (abs_gain_le_one n hy) (by positivity) (hgrow n)
    _ = 2 * r⁻¹ ^ n := by rw [inv_pow, one_div_div, div_eq_mul_inv]
```

## Two orbitals with a non-diagonal overlap

The last theorem verifies that a 2×2 overlap is invertible and that (1, 1) and (1, −1) solve the generalized problem with energies 3 and −1. Normalised so that v†Sv = 1, these vectors are (1, 1)/√6 and (1, −1)/√2.

With c = 3 and h = 1 the scaled energies are 0 and −4. Since T_2(x) = 2x² − 1, the filter of degree 2 multiplies the first vector by −1 and the second by 31.

```lean
/-- An explicit two-orbital problem with a non-diagonal invertible overlap matrix and
generalized eigenvalues `3` and `-1`. -/
theorem chebyshev_filter_witness :
    IsUnit (!![2, 1; 1, 2] : Matrix (Fin 2) (Fin 2) ℂ).det ∧
    (!![4, 5; 5, 4] : Matrix (Fin 2) (Fin 2) ℂ) *ᵥ ![1, 1] =
      (3 : ℂ) • ((!![2, 1; 1, 2] : Matrix (Fin 2) (Fin 2) ℂ) *ᵥ ![1, 1]) ∧
    (!![4, 5; 5, 4] : Matrix (Fin 2) (Fin 2) ℂ) *ᵥ ![1, -1] =
      (-1 : ℂ) • ((!![2, 1; 1, 2] : Matrix (Fin 2) (Fin 2) ℂ) *ᵥ ![1, -1]) := by
  refine ⟨isUnit_iff_ne_zero.mpr (by rw [Matrix.det_fin_two_of]; norm_num), ?_, ?_⟩
  · ext i
    fin_cases i <;> simp [Matrix.mulVec, dotProduct, Fin.sum_univ_succ] <;> norm_num
  · ext i
    fin_cases i <;> simp [Matrix.mulVec, dotProduct, Fin.sum_univ_succ] <;> norm_num

end

end PAWChebyshevFilter
```

```lean
#print axioms PAWChebyshevFilter.chebyshev_filter
#print axioms PAWChebyshevFilter.chebFilter_superposition
#print axioms PAWChebyshevFilter.gain_ratio_tendsto_zero
```

```
'PAWChebyshevFilter.chebyshev_filter' depends on axioms: [propext, Classical.choice, Quot.sound]
'PAWChebyshevFilter.chebFilter_superposition' depends on axioms: [propext, Classical.choice, Quot.sound]
'PAWChebyshevFilter.gain_ratio_tendsto_zero' depends on axioms: [propext, Classical.choice, Quot.sound]
```
